# The density of a doubly occupied, nodeless s orbital fixes its Kohn–Sham potential up to a constant

To obtain a reference exchange–correlation potential for a helium-like atom, a code can take an accurate ground-state density, compute from it the Kohn–Sham potential at each radius, and subtract the nuclear and Hartree potentials. The middle step needs no iteration when both electrons occupy one s orbital, because the potential is then an explicit expression in the density and its first two derivatives.

## The potential as an expression in the density

Let $u(r)$ be the radial function of the orbital, that is, $r$ times its radial part, and let $e$ be the orbital energy. In Hartree atomic units the radial Kohn–Sham equation is

$$-\tfrac12 u'' + v\,u = e\,u .$$

Put $D=u^2$. On an open set of radii where $u$ is positive and twice differentiable, a potential $v$ satisfies this equation if and only if

$$v = e + \frac{D''}{4D} - \frac{(D')^2}{8D^2}.$$

For positive radii the same potential can be written with the electron density $n = 2u^2/(4\pi r^2)$ of the two electrons:

$$v = e + \frac{n''}{4n} + \frac{n'}{2rn} - \frac{(n')^2}{8n^2}.$$

## Where a code relies on it

A code that inverts the spherical ground-state density of a two-electron singlet can evaluate either of these expressions on its radial grid. The formula in $D$ suits a stored radial density, proportional to $r^2n$, and the formula in $n$ suits a stored electron density. If the radial function itself is stored, $e+u''/(2u)$ gives the potential directly. Both formulas are unchanged when the density is multiplied by a positive constant, so a normalisation error does not affect the Kohn–Sham potential. It does affect the Hartree potential, and through it the exchange–correlation potential obtained by subtraction.

The density leaves $e$ open, and $e$ only shifts $v$. Requiring $v\to0$ at large $r$ sets the energy zero at that of an electron at rest far from the atom, and this fixes $e$. For this single-orbital, spherical model, two inversions of the same density that both obey the condition must therefore return the same potential and the same orbital energy.

## Derivation

Differentiating $D=u^2$ twice gives

$$D' = 2uu', \qquad D'' = 2(u')^2 + 2uu''.$$

Hence

$$\frac{D''}{4D} - \frac{(D')^2}{8D^2} = \frac{(u')^2}{2u^2} + \frac{u''}{2u} - \frac{(u')^2}{2u^2} = \frac{u''}{2u}.$$

Call the right-hand side of the inversion formula $v_D$. Then $(v_D-e)\,u = u''/2$. The radial equation says $(v-e)\,u = u''/2$, so it holds exactly when $v\,u = v_D\,u$, and since $u\neq0$, exactly when $v=v_D$.

**Starting from a density.** Let $D$ be any positive, twice differentiable function and set $s=\sqrt D$. Then

$$s' = \frac{D'}{2s},\qquad s'' = \frac{D''}{2s} - \frac{(D')^2}{4s^3},\qquad \frac{s''}{2s} = \frac{D''}{4D} - \frac{(D')^2}{8D^2},$$

so $s$ solves the radial equation in the potential $v_D$.

**With the electron density.** From $n = u^2/(2\pi r^2)$,

$$n' = \frac{uu'r-u^2}{\pi r^3},\qquad n'' = \frac{\left((u')^2+uu''\right)r^2 - 4uu'r + 3u^2}{\pi r^4}.$$

The three terms of the formula become

$$\frac{n''}{4n} = \frac{(u')^2}{2u^2}+\frac{u''}{2u}-\frac{2u'}{ru}+\frac{3}{2r^2},\qquad \frac{n'}{2rn} = \frac{u'}{ru}-\frac1{r^2},$$

$$\frac{(n')^2}{8n^2} = \frac{(u')^2}{2u^2}-\frac{u'}{ru}+\frac1{2r^2}.$$

Adding the first two and subtracting the third leaves $u''/(2u)$ again.

**Uniqueness.** If two such orbitals, with energies $e_1,e_2$ and potentials $v_1,v_2$, give the same density, the density terms cancel and $v_1-v_2=e_1-e_2$. If both potentials vanish at infinity, the limit of the left side is zero. So $e_1=e_2$, and then $v_1=v_2$.

**A test case.** For $u=re^{-Zr}$ one finds $u''=(Z^2r-2Z)e^{-Zr}$, so $u''/(2u)=Z^2/2-Z/r$. With $e=-Z^2/2$ the formula returns $-Z/r$. For $Z>0$ the normalised function is $2Z^{3/2}re^{-Zr}$, and it gives the same potential.

## The Lean file

```lean
import Mathlib

open Filter Topology Set

namespace KohnShamInversion

noncomputable section

/-- The functions `f` and `deriv f` are differentiable on the set `S` of radii. For open `S` this
says that `f` is twice differentiable at every point of `S`. -/
def TwiceDiffOn (f : ℝ → ℝ) (S : Set ℝ) : Prop :=
  DifferentiableOn ℝ f S ∧ DifferentiableOn ℝ (deriv f) S

/-- The radial Kohn-Sham equation `-u''/2 + v u = e u` of an s orbital on `S`, in atomic units. -/
def RadialKS (u v : ℝ → ℝ) (e : ℝ) (S : Set ℝ) : Prop :=
  ∀ r ∈ S, -(deriv (deriv u) r) / 2 + v r * u r = e * u r

/-- The potential `e + D''/(4D) - (D')²/(8D²)` built from a radial density `D`,
at radii where `D` is nonzero. -/
def invertedPotential (D : ℝ → ℝ) (e r : ℝ) : ℝ :=
  e + deriv (deriv D) r / (4 * D r) - (deriv D r) ^ 2 / (8 * (D r) ^ 2)

/-- The density `n = 2 u²/(4π r²)` of two electrons of opposite spin in the s orbital with
radial function `u`, for `r ≠ 0`. -/
def singletDensity (u : ℝ → ℝ) (r : ℝ) : ℝ :=
  2 * (u r) ^ 2 / (4 * Real.pi * r ^ 2)

/-- The expression `n''/(4n) + n'/(2rn) - (n')²/(8n²)` in a spherical density `n`,
for `r ≠ 0` and `n r ≠ 0`. -/
def densityTerm (n : ℝ → ℝ) (r : ℝ) : ℝ :=
  deriv (deriv n) r / (4 * n r) + deriv n r / (2 * r * n r)
    - (deriv n r) ^ 2 / (8 * (n r) ^ 2)

variable {S : Set ℝ} {u v : ℝ → ℝ} {e : ℝ}

/-- For `u` twice differentiable on an open set, the density `D = u²` has there
`D' = 2 u u'` and `D'' = 2 u'² + 2 u u''`. -/
theorem deriv_sq_orbital (hS : IsOpen S) (hu : TwiceDiffOn u S) {r : ℝ} (hr : r ∈ S) :
    deriv (fun x => u x ^ 2) r = 2 * u r * deriv u r ∧
    deriv (deriv (fun x => u x ^ 2)) r
      = 2 * (deriv u r) ^ 2 + 2 * u r * deriv (deriv u) r := by
  have h1 : ∀ x ∈ S, HasDerivAt u (deriv u x) x := fun x hx =>
    (hu.1.differentiableAt (hS.mem_nhds hx)).hasDerivAt
  have h2 := (hu.2.differentiableAt (hS.mem_nhds hr)).hasDerivAt
  have hD : ∀ x ∈ S, deriv (fun x => u x ^ 2) x = 2 * u x * deriv u x := fun x hx =>
    (((h1 x hx).fun_pow 2).congr_deriv (by norm_num)).deriv
  have hev : deriv (fun x => u x ^ 2) =ᶠ[𝓝 r] fun x => 2 * u x * deriv u x := by
    filter_upwards [hS.mem_nhds hr] with x hx using hD x hx
  refine ⟨hD r hr, ?_⟩
  rw [hev.deriv_eq]
  exact ((((h1 r hr).const_mul 2).fun_mul h2).congr_deriv (by ring)).deriv

/-- On an open set where the orbital `u` is positive and twice differentiable, `v` satisfies the
radial Kohn-Sham equation with energy `e` if and only if
`v = e + D''/(4D) - (D')²/(8D²)` with `D = u²`. -/
theorem radialKS_iff (hS : IsOpen S) (hu : TwiceDiffOn u S) (hpos : ∀ r ∈ S, 0 < u r) :
    RadialKS u v e S ↔ ∀ r ∈ S, v r = invertedPotential (fun x => u x ^ 2) e r := by
  refine forall₂_congr fun r hr => ?_
  have hne : u r ≠ 0 := (hpos r hr).ne'
  obtain ⟨d1, d2⟩ := deriv_sq_orbital hS hu hr
  -- the inverted potential acts on the orbital as the kinetic term requires
  have key : (invertedPotential (fun x => u x ^ 2) e r - e) * u r
      = deriv (deriv u) r / 2 := by
    simp only [invertedPotential, d1, d2]
    field_simp
    ring
  constructor
  · intro h
    apply mul_right_cancel₀ hne
    linear_combination h - key
  · intro h
    rw [h]
    linear_combination key

/-- For every positive, twice differentiable `D` on an open set and every real `e`, the function
`√D` is twice differentiable there and solves the radial equation with energy `e` in the potential
`invertedPotential D e`. -/
theorem sqrt_density_solves {D : ℝ → ℝ} (hS : IsOpen S) (hD : TwiceDiffOn D S)
    (hpos : ∀ r ∈ S, 0 < D r) (e : ℝ) :
    TwiceDiffOn (fun x => √(D x)) S ∧
    RadialKS (fun x => √(D x)) (invertedPotential D e) e S := by
  have h1 : ∀ x ∈ S, HasDerivAt (fun y => √(D y)) (deriv D x / (2 * √(D x))) x := fun x hx =>
    (hD.1.differentiableAt (hS.mem_nhds hx)).hasDerivAt.sqrt (hpos x hx).ne'
  have h2 : ∀ x ∈ S, HasDerivAt (deriv (fun y => √(D y)))
      ((deriv (deriv D) x * (2 * √(D x)) - deriv D x * (2 * (deriv D x / (2 * √(D x)))))
        / (2 * √(D x)) ^ 2) x := by
    intro x hx
    have hs : 2 * √(D x) ≠ 0 := (mul_pos two_pos (Real.sqrt_pos.2 (hpos x hx))).ne'
    have hq := (hD.2.differentiableAt (hS.mem_nhds hx)).hasDerivAt.fun_div
      ((h1 x hx).const_mul 2) hs
    refine hq.congr_of_eventuallyEq ?_
    filter_upwards [hS.mem_nhds hx] with y hy using (h1 y hy).deriv
  refine ⟨⟨fun x hx => (h1 x hx).differentiableAt.differentiableWithinAt,
    fun x hx => (h2 x hx).differentiableAt.differentiableWithinAt⟩, fun r hr => ?_⟩
  have hs : 0 < √(D r) := Real.sqrt_pos.2 (hpos r hr)
  have hsq : D r = √(D r) ^ 2 := (Real.sq_sqrt (hpos r hr).le).symm
  rw [(h2 r hr).deriv]
  simp only [invertedPotential]
  -- express everything through the orbital value s = √D
  generalize √(D r) = s at hs hsq ⊢
  rw [hsq]
  field_simp
  ring

/-- For a two-electron singlet whose radial function `u` is positive and twice differentiable on
an open set of positive radii, `v` satisfies the Kohn-Sham equation with energy `e` if and only if
`v = e + n''/(4n) + n'/(2rn) - (n')²/(8n²)`, where `n` is the electron density. -/
theorem singlet_radialKS_iff (hS : IsOpen S) (hS0 : S ⊆ Ioi 0) (hu : TwiceDiffOn u S)
    (hpos : ∀ r ∈ S, 0 < u r) :
    RadialKS u v e S ↔ ∀ r ∈ S, v r = e + densityTerm (singletDensity u) r := by
  have hpi : Real.pi ≠ 0 := Real.pi_ne_zero
  have h1 : ∀ x ∈ S, HasDerivAt u (deriv u x) x := fun x hx =>
    (hu.1.differentiableAt (hS.mem_nhds hx)).hasDerivAt
  have hn1 : ∀ x ∈ S, deriv (singletDensity u) x
      = (u x * deriv u x * x - u x ^ 2) / (Real.pi * x ^ 3) := by
    intro x hx
    have hx0 : x ≠ 0 := (hS0 hx).ne'
    have h := (((h1 x hx).fun_pow 2).const_mul 2).fun_div
      ((hasDerivAt_pow 2 x).const_mul (4 * Real.pi)) (by positivity)
    refine (h.congr_deriv ?_).deriv
    norm_num
    field_simp
    ring
  refine forall₂_congr fun r hr => ?_
  have hr0 : r ≠ 0 := (hS0 hr).ne'
  have hne : u r ≠ 0 := (hpos r hr).ne'
  have hn2 : deriv (deriv (singletDensity u)) r
      = ((deriv u r ^ 2 + u r * deriv (deriv u) r) * r ^ 2 - 4 * u r * deriv u r * r
        + 3 * u r ^ 2) / (Real.pi * r ^ 4) := by
    have hev : deriv (singletDensity u) =ᶠ[𝓝 r]
        fun x => (u x * deriv u x * x - u x ^ 2) / (Real.pi * x ^ 3) := by
      filter_upwards [hS.mem_nhds hr] with x hx using hn1 x hx
    have h2 := (hu.2.differentiableAt (hS.mem_nhds hr)).hasDerivAt
    have h := ((((h1 r hr).fun_mul h2).fun_mul (hasDerivAt_id' r)).fun_sub
      ((h1 r hr).fun_pow 2)).fun_div ((hasDerivAt_pow 3 r).const_mul Real.pi) (by positivity)
    rw [hev.deriv_eq]
    refine (h.congr_deriv ?_).deriv
    norm_num
    field_simp
    ring
  -- the factors r² drop out and only u'' survives
  have key : densityTerm (singletDensity u) r * u r = deriv (deriv u) r / 2 := by
    simp only [densityTerm, hn1 r hr, hn2]
    simp only [singletDensity]
    field_simp
    ring
  constructor
  · intro h
    apply mul_right_cancel₀ hne
    linear_combination h - key
  · intro h
    rw [h]
    linear_combination key

variable {u₁ u₂ v₁ v₂ : ℝ → ℝ} {e₁ e₂ : ℝ}

/-- If two singlets with positive, twice differentiable radial functions have the same density on
an open set of positive radii, their Kohn-Sham potentials differ there by the constant
`e₁ - e₂`. -/
theorem potential_unique_up_to_constant (hS : IsOpen S) (hS0 : S ⊆ Ioi 0)
    (hu₁ : TwiceDiffOn u₁ S) (hu₂ : TwiceDiffOn u₂ S)
    (hp₁ : ∀ r ∈ S, 0 < u₁ r) (hp₂ : ∀ r ∈ S, 0 < u₂ r)
    (hk₁ : RadialKS u₁ v₁ e₁ S) (hk₂ : RadialKS u₂ v₂ e₂ S)
    (hn : ∀ r ∈ S, singletDensity u₁ r = singletDensity u₂ r) :
    ∀ r ∈ S, v₁ r - v₂ r = e₁ - e₂ := by
  intro r hr
  have hev : singletDensity u₁ =ᶠ[𝓝 r] singletDensity u₂ := by
    filter_upwards [hS.mem_nhds hr] with x hx using hn x hx
  have hF : densityTerm (singletDensity u₁) r = densityTerm (singletDensity u₂) r := by
    simp only [densityTerm, hev.deriv.deriv_eq, hev.deriv_eq, hn r hr]
  have a₁ := (singlet_radialKS_iff hS hS0 hu₁ hp₁).1 hk₁ r hr
  have a₂ := (singlet_radialKS_iff hS hS0 hu₂ hp₂).1 hk₂ r hr
  linarith

/-- Let two singlets have radial functions that, at all radii beyond some `a ≥ 0`, are positive and
twice differentiable and solve their Kohn-Sham equations. If their densities are equal beyond `a`
and both potentials vanish at infinity, then the orbital energies agree and the potentials agree
beyond `a`. -/
theorem potential_unique_of_vanishing {a : ℝ} (ha : 0 ≤ a)
    (hu₁ : TwiceDiffOn u₁ (Ioi a)) (hu₂ : TwiceDiffOn u₂ (Ioi a))
    (hp₁ : ∀ r ∈ Ioi a, 0 < u₁ r) (hp₂ : ∀ r ∈ Ioi a, 0 < u₂ r)
    (hk₁ : RadialKS u₁ v₁ e₁ (Ioi a)) (hk₂ : RadialKS u₂ v₂ e₂ (Ioi a))
    (hn : ∀ r ∈ Ioi a, singletDensity u₁ r = singletDensity u₂ r)
    (hv₁ : Tendsto v₁ atTop (𝓝 0)) (hv₂ : Tendsto v₂ atTop (𝓝 0)) :
    e₁ = e₂ ∧ ∀ r ∈ Ioi a, v₁ r = v₂ r := by
  have hd := potential_unique_up_to_constant isOpen_Ioi (Ioi_subset_Ioi ha)
    hu₁ hu₂ hp₁ hp₂ hk₁ hk₂ hn
  have h0 : Tendsto (fun r => v₁ r - v₂ r) atTop (𝓝 (0 - 0)) := hv₁.sub hv₂
  have hc : Tendsto (fun r => v₁ r - v₂ r) atTop (𝓝 (e₁ - e₂)) := by
    refine tendsto_const_nhds.congr' ?_
    filter_upwards [eventually_gt_atTop a] with r hr using (hd r hr).symm
  have he := tendsto_nhds_unique h0 hc
  refine ⟨by linarith, fun r hr => ?_⟩
  have := hd r hr
  linarith

/-- For `u = r exp(-Zr)` and `e = -Z²/2`, the inversion formula returns the Coulomb potential
`-Z/r` at every `r > 0`. -/
theorem hydrogenic_inversion (Z : ℝ) {r : ℝ} (hr : 0 < r) :
    invertedPotential (fun x => (x * Real.exp (-Z * x)) ^ 2) (-Z ^ 2 / 2) r = -Z / r := by
  have he : ∀ x : ℝ, HasDerivAt (fun y => Real.exp (-Z * y)) (Real.exp (-Z * x) * (-Z)) x :=
    fun x => (((hasDerivAt_id' x).const_mul (-Z)).exp).congr_deriv (by ring)
  have h1 : ∀ x : ℝ, HasDerivAt (fun y => y * Real.exp (-Z * y))
      ((1 - Z * x) * Real.exp (-Z * x)) x :=
    fun x => ((hasDerivAt_id' x).fun_mul (he x)).congr_deriv (by ring)
  have h2 : ∀ x : ℝ, HasDerivAt (fun y => (1 - Z * y) * Real.exp (-Z * y))
      ((Z ^ 2 * x - 2 * Z) * Real.exp (-Z * x)) x :=
    fun x => ((((hasDerivAt_id' x).const_mul Z).const_sub 1).fun_mul (he x)).congr_deriv
      (by ring)
  have hd : deriv (fun y => y * Real.exp (-Z * y))
      = fun y => (1 - Z * y) * Real.exp (-Z * y) := funext fun x => (h1 x).deriv
  have hu : TwiceDiffOn (fun y => y * Real.exp (-Z * y)) (Ioi 0) := by
    refine ⟨fun x _ => (h1 x).differentiableAt.differentiableWithinAt, ?_⟩
    rw [hd]
    exact fun x _ => (h2 x).differentiableAt.differentiableWithinAt
  -- the orbital solves the Coulomb problem, so the inversion must return that potential
  have hk : RadialKS (fun y => y * Real.exp (-Z * y)) (fun y => -Z / y) (-Z ^ 2 / 2)
      (Ioi 0) := by
    intro x hx
    have hx0 : x ≠ 0 := (mem_Ioi.1 hx).ne'
    have hc : -Z / x * x = -Z := div_mul_cancel₀ _ hx0
    rw [hd, (h2 x).deriv]
    linear_combination Real.exp (-Z * x) * hc
  exact ((radialKS_iff isOpen_Ioi hu
    (fun x hx => mul_pos hx (Real.exp_pos _))).1 hk r hr).symm

end

end KohnShamInversion
```

```lean
#print axioms KohnShamInversion.sqrt_density_solves
#print axioms KohnShamInversion.potential_unique_up_to_constant
#print axioms KohnShamInversion.potential_unique_of_vanishing
#print axioms KohnShamInversion.hydrogenic_inversion
```

```
'KohnShamInversion.sqrt_density_solves' depends on axioms: [propext, Classical.choice, Quot.sound]
'KohnShamInversion.potential_unique_up_to_constant' depends on axioms: [propext, Classical.choice, Quot.sound]
'KohnShamInversion.potential_unique_of_vanishing' depends on axioms: [propext, Classical.choice, Quot.sound]
'KohnShamInversion.hydrogenic_inversion' depends on axioms: [propext, Classical.choice, Quot.sound]
```

## How the statements and proofs correspond to the physics

`TwiceDiffOn u S` says that `u` and its derivative `deriv u` are differentiable on `S`; continuity of the second derivative is not required. `RadialKS u v e S` is the radial equation at every radius in `S`, and `invertedPotential D e` is the right-hand side of the formula in $D$. `singletDensity u` is $n$, and `densityTerm n` is the formula in $n$ without the constant $e$. The potential `v` is an arbitrary real function.

- `deriv_sq_orbital` computes $D'$ and $D''$. The second derivative needs the formula for $D'$ in a whole neighbourhood of $r$, which is why `S` is open; `hS.mem_nhds` supplies that neighbourhood.
- `radialKS_iff` is the equivalence. Its step `key` is $(v_D-e)u=u''/2$, obtained by `field_simp` and `ring`. From the radial equation to the formula, `linear_combination` combines `key` with the equation, and `mul_right_cancel₀` cancels $u$. In the other direction the formula is substituted for $v$, and `key` gives the equation.
- `sqrt_density_solves` shows that $\sqrt D$ is twice differentiable and solves the equation. It replaces $\sqrt{D(r)}$ by a positive number `s` with $D(r)=s^2$, after which the identity is algebraic.
- `singlet_radialKS_iff` is the equivalence in terms of $n$, for `S` inside the positive radii (`S ⊆ Ioi 0`). Its steps `hn1` and `hn2` are the expressions for $n'$ and $n''$ above.
- `potential_unique_up_to_constant` applies that equivalence to both orbitals and subtracts.
- `potential_unique_of_vanishing` assumes equal densities at all radii beyond some $a\ge0$. It compares two limits of $v_1-v_2$, namely $0$ and $e_1-e_2$, and concludes that the energies agree and that the potentials agree beyond $a$.
- `hydrogenic_inversion` checks that $re^{-Zr}$ solves the Coulomb problem and reads off the potential from `radialKS_iff`. It holds for every real $Z$ and every $r>0$.

## What a code can take from the theorems, and what it must check itself

The theorems guarantee the coefficients and signs of both formulas, at every radius of the open set. They also guarantee that no other potential there satisfies the radial equation with the same $u$ and $e$.

The condition on $u$ matters at nodes: where $u(r)=0$, the term $v(r)u(r)$ vanishes and the equation at that radius places no restriction on $v(r)$.

The equation is local. Normalisation, the behaviour of $u$ at the nucleus and decay at infinity are not part of `RadialKS`. Thus `sqrt_density_solves` yields a solution of the differential equation on `S`, which need not be a bound state, let alone the ground state, of a potential on all space. That the density comes from one doubly occupied s orbital is built into `singletDensity`. Atoms with more occupied orbitals need a different inversion.

The derivatives are those of real functions. A code replaces them by finite differences or by derivatives of a fitted basis, and divides by a density that becomes small at large $r$. The resulting errors have to be estimated separately. The hydrogenic case provides a direct test: feed in $D=r^2e^{-2Zr}$, the square of $re^{-Zr}$, with $e=-Z^2/2$ and compare the output with $-Z/r$ across the grid.
